# Two finite Zeeman blocks, linear in the field, share a level at every real field or at no more than pq fields

A level crossing is modelled here as a real field value $b$ at which two matrices, $A+bZ$ of size $p\times p$ and $C+bW$ of size $q\times q$, have an eigenvalue in common. Crossings are therefore counted by field, and two pairs of levels that meet at the same $b$ count once.

```lean
import Mathlib

open Matrix
open scoped Kronecker

namespace ZeemanLevelCrossings

noncomputable section

variable {m n : Type*} [Fintype m] [DecidableEq m] [Fintype n] [DecidableEq n]

/-- `E` is a level of the matrix `H`: some nonzero state `v` satisfies `H v = E v`. -/
def IsLevel (H : Matrix n n ℂ) (E : ℂ) : Prop :=
  ∃ v : n → ℂ, v ≠ 0 ∧ H *ᵥ v = E • v

/-- The real fields `b` at which the blocks `A + b Z` and `C + b W` have a level in common. -/
def crossingFields (A Z : Matrix m m ℂ) (C W : Matrix n n ℂ) : Set ℝ :=
  {b | ∃ E : ℂ, IsLevel (A + (b : ℂ) • Z) E ∧ IsLevel (C + (b : ℂ) • W) E}

/-- The energy-difference operator `M ⊗ 1 - 1 ⊗ N` on the product of the two state spaces. -/
def energyDifference (M : Matrix m m ℂ) (N : Matrix n n ℂ) : Matrix (m × n) (m × n) ℂ :=
  M ⊗ₖ (1 : Matrix n n ℂ) - (1 : Matrix m m ℂ) ⊗ₖ N

/-- The determinant of the energy-difference operator of two blocks linear in the field,
as a polynomial in the field. -/
def crossingPoly (A Z : Matrix m m ℂ) (C W : Matrix n n ℂ) : Polynomial ℂ :=
  det ((Polynomial.X : Polynomial ℂ) • (energyDifference Z W).map Polynomial.C
    + (energyDifference A C).map Polynomial.C)

omit [DecidableEq m] in
/-- The operator `M ⊗ 1` acts on the first index of a product-space vector only. -/
theorem left_apply (M : Matrix m m ℂ) (x : m × n → ℂ) (i : m) (j : n) :
    ((M ⊗ₖ (1 : Matrix n n ℂ)) *ᵥ x) (i, j) = (M *ᵥ fun k => x (k, j)) i := by
  simp only [Matrix.mulVec, dotProduct, Fintype.sum_prod_type]
  simp [Matrix.kroneckerMap_apply, Matrix.one_apply]

omit [DecidableEq n] in
/-- The operator `1 ⊗ N` acts on the second index of a product-space vector only. -/
theorem right_apply (N : Matrix n n ℂ) (x : m × n → ℂ) (i : m) (j : n) :
    (((1 : Matrix m m ℂ) ⊗ₖ N) *ᵥ x) (i, j) = (N *ᵥ fun l => x (i, l)) j := by
  simp only [Matrix.mulVec, dotProduct, Fintype.sum_prod_type_right]
  simp [Matrix.kroneckerMap_apply, Matrix.one_apply]

/-- Two blocks share a level exactly when their energy-difference operator is singular. -/
theorem det_energyDifference_eq_zero_iff (M : Matrix m m ℂ) (N : Matrix n n ℂ) :
    (energyDifference M N).det = 0 ↔ ∃ E : ℂ, IsLevel M E ∧ IsLevel N E := by
  constructor
  · intro h
    obtain ⟨x, hx0, hx⟩ := Matrix.exists_mulVec_eq_zero_iff.2 h
    -- `M ⊗ 1` commutes with the energy difference, so it preserves the kernel
    have hcomm : energyDifference M N * (M ⊗ₖ (1 : Matrix n n ℂ))
        = (M ⊗ₖ (1 : Matrix n n ℂ)) * energyDifference M N := by
      simp only [energyDifference, sub_mul, mul_sub, ← Matrix.mul_kronecker_mul,
        one_mul, mul_one]
    have hinv : ∀ y ∈ LinearMap.ker (energyDifference M N).mulVecLin,
        (M ⊗ₖ (1 : Matrix n n ℂ)).mulVecLin y
          ∈ LinearMap.ker (energyDifference M N).mulVecLin := by
      intro y hy
      rw [LinearMap.mem_ker, Matrix.mulVecLin_apply] at hy
      rw [LinearMap.mem_ker, Matrix.mulVecLin_apply, Matrix.mulVecLin_apply,
        Matrix.mulVec_mulVec, hcomm, ← Matrix.mulVec_mulVec, hy, Matrix.mulVec_zero]
    have : Nontrivial (LinearMap.ker (energyDifference M N).mulVecLin) :=
      ⟨⟨⟨x, LinearMap.mem_ker.2 hx⟩, 0, fun h0 => hx0 (congrArg Subtype.val h0)⟩⟩
    -- hence `M ⊗ 1` has an eigenvector `y` inside the kernel
    obtain ⟨E, hE⟩ := Module.End.exists_eigenvalue
      ((M ⊗ₖ (1 : Matrix n n ℂ)).mulVecLin.restrict hinv)
    obtain ⟨⟨y, hyK⟩, hy⟩ := hE.exists_hasEigenvector
    have hy0 : y ≠ 0 := fun h0 => hy.2 (Subtype.ext h0)
    have hM : (M ⊗ₖ (1 : Matrix n n ℂ)) *ᵥ y = E • y :=
      congrArg Subtype.val hy.apply_eq_smul
    have hN : ((1 : Matrix m m ℂ) ⊗ₖ N) *ᵥ y = E • y := by
      have h1 : energyDifference M N *ᵥ y = 0 := LinearMap.mem_ker.1 hyK
      rw [energyDifference, Matrix.sub_mulVec, hM] at h1
      exact (sub_eq_zero.1 h1).symm
    -- a nonzero column and a nonzero row of `y` are the two eigenvectors
    obtain ⟨⟨i, j⟩, hij⟩ := Function.ne_iff.1 hy0
    refine ⟨E, ⟨fun k => y (k, j), fun h0 => hij (congrFun h0 i), ?_⟩,
      ⟨fun l => y (i, l), fun h0 => hij (congrFun h0 j), ?_⟩⟩
    · funext k
      rw [← left_apply, hM]
      rfl
    · funext l
      rw [← right_apply, hN]
      rfl
  · rintro ⟨E, ⟨u, hu0, hu⟩, ⟨v, hv0, hv⟩⟩
    obtain ⟨i, hi⟩ := Function.ne_iff.1 hu0
    obtain ⟨j, hj⟩ := Function.ne_iff.1 hv0
    -- the product state `u ⊗ v` has energy difference zero
    refine Matrix.exists_mulVec_eq_zero_iff.1 ⟨fun x => u x.1 * v x.2,
      fun h0 => mul_ne_zero hi hj (congrFun h0 (i, j)), ?_⟩
    funext ⟨k, l⟩
    have h1 : (M *ᵥ fun a => u a * v l) k = E * u k * v l := by
      have h := congrFun hu k
      simp only [Matrix.mulVec, dotProduct, Pi.smul_apply, smul_eq_mul] at h ⊢
      rw [← h, Finset.sum_mul]
      exact Finset.sum_congr rfl fun a _ => by ring
    have h2 : (N *ᵥ fun a => u k * v a) l = E * u k * v l := by
      have h := congrFun hv l
      simp only [Matrix.mulVec, dotProduct, Pi.smul_apply, smul_eq_mul] at h ⊢
      rw [mul_right_comm, ← h, Finset.sum_mul]
      exact Finset.sum_congr rfl fun a _ => by ring
    rw [energyDifference, Matrix.sub_mulVec, Pi.sub_apply, left_apply, right_apply]
    simp only [h1, h2, sub_self, Pi.zero_apply]

/-- A real field is a crossing field exactly when it is a root of the crossing polynomial. -/
theorem mem_crossingFields_iff (A Z : Matrix m m ℂ) (C W : Matrix n n ℂ) (b : ℝ) :
    b ∈ crossingFields A Z C W ↔ (crossingPoly A Z C W).eval (b : ℂ) = 0 := by
  have h : (crossingPoly A Z C W).eval (b : ℂ)
      = (energyDifference (A + (b : ℂ) • Z) (C + (b : ℂ) • W)).det := by
    rw [crossingPoly, ← Polynomial.coe_evalRingHom, RingHom.map_det]
    congr 1
    ext ⟨i, j⟩ ⟨k, l⟩
    simp [energyDifference, Matrix.kroneckerMap_apply]
    ring
  rw [h, det_energyDifference_eq_zero_iff]
  rfl

/-- If the crossing polynomial is not identically zero, two blocks of sizes `p` and `q`
have at most `p q` crossing fields. -/
theorem card_le_of_crossingPoly_ne_zero (A Z : Matrix m m ℂ) (C W : Matrix n n ℂ)
    (hP : crossingPoly A Z C W ≠ 0) :
    (crossingFields A Z C W).Finite ∧
      (crossingFields A Z C W).ncard ≤ Fintype.card m * Fintype.card n := by
  have hsub : Complex.ofReal '' crossingFields A Z C W
      ⊆ ((crossingPoly A Z C W).roots.toFinset : Set ℂ) := by
    rintro _ ⟨b, hb, rfl⟩
    rw [Finset.mem_coe, Multiset.mem_toFinset]
    exact (Polynomial.mem_roots hP).2 ((mem_crossingFields_iff A Z C W b).1 hb)
  have hfin := (Finset.finite_toSet _).subset hsub
  refine ⟨hfin.of_finite_image Complex.ofReal_injective.injOn, ?_⟩
  calc (crossingFields A Z C W).ncard
      = (Complex.ofReal '' crossingFields A Z C W).ncard :=
        (Set.ncard_image_of_injective _ Complex.ofReal_injective).symm
    _ ≤ ((crossingPoly A Z C W).roots.toFinset : Set ℂ).ncard :=
        Set.ncard_le_ncard hsub (Finset.finite_toSet _)
    _ = (crossingPoly A Z C W).roots.toFinset.card := Set.ncard_coe_finset _
    _ ≤ (crossingPoly A Z C W).roots.card := Multiset.toFinset_card_le _
    _ ≤ (crossingPoly A Z C W).natDegree := Polynomial.card_roots' _
    _ ≤ Fintype.card (m × n) := Polynomial.natDegree_det_X_add_C_le _ _
    _ = Fintype.card m * Fintype.card n := Fintype.card_prod _ _

/-- Two blocks `A + b Z` and `C + b W` of sizes `p` and `q`, Hermitian or not, share a level
either at every real field `b` or at no more than `p q` real fields. -/
theorem crossingFields_eq_univ_or_card_le (A Z : Matrix m m ℂ) (C W : Matrix n n ℂ) :
    crossingFields A Z C W = Set.univ ∨
      ((crossingFields A Z C W).Finite ∧
        (crossingFields A Z C W).ncard ≤ Fintype.card m * Fintype.card n) := by
  by_cases hP : crossingPoly A Z C W = 0
  · left
    refine Set.eq_univ_of_forall fun b => ?_
    rw [mem_crossingFields_iff, hP, Polynomial.eval_zero]
  · exact Or.inr (card_le_of_crossingPoly_ne_zero A Z C W hP)

/-- If the Zeeman matrices `Z` and `W` have no eigenvalue in common, the blocks `A + b Z` and
`C + b W` of sizes `p` and `q` share a level at no more than `p q` real fields. -/
theorem card_le_of_distinct_slopes (A Z : Matrix m m ℂ) (C W : Matrix n n ℂ)
    (hZW : ¬ ∃ s : ℂ, IsLevel Z s ∧ IsLevel W s) :
    (crossingFields A Z C W).Finite ∧
      (crossingFields A Z C W).ncard ≤ Fintype.card m * Fintype.card n := by
  refine card_le_of_crossingPoly_ne_zero A Z C W fun hP => hZW ?_
  -- the coefficient of `b ^ (p q)` is the determinant built from `Z` and `W`
  have h := Polynomial.coeff_det_X_add_C_card (energyDifference Z W) (energyDifference A C)
  rw [← crossingPoly, hP, Polynomial.coeff_zero] at h
  exact (det_energyDifference_eq_zero_iff Z W).1 h.symm

/-- The levels of a diagonal matrix are its diagonal entries. -/
theorem isLevel_diagonal_iff (d : n → ℂ) (E : ℂ) :
    IsLevel (diagonal d) E ↔ ∃ i, d i = E := by
  constructor
  · rintro ⟨v, hv0, hv⟩
    obtain ⟨i, hi⟩ := Function.ne_iff.1 hv0
    have h := congrFun hv i
    rw [Matrix.mulVec_diagonal, Pi.smul_apply, smul_eq_mul] at h
    exact ⟨i, mul_right_cancel₀ hi h⟩
  · rintro ⟨i, rfl⟩
    refine ⟨Pi.single i 1, fun h => by simpa using congrFun h i, ?_⟩
    funext k
    rw [Matrix.mulVec_diagonal, Pi.smul_apply, smul_eq_mul]
    by_cases hk : k = i
    · rw [hk]
    · simp [Pi.single_eq_of_ne hk]

/-- The bound is attained for all sizes `p` and `q`: field-independent levels `0, ..., p - 1`
and levels `b - p j` with `j = 0, ..., q - 1` cross at exactly `p q` fields. -/
theorem card_bound_sharp (p q : ℕ) :
    (crossingFields (diagonal fun i : Fin p => ((i : ℕ) : ℂ)) 0
      (diagonal fun j : Fin q => -((p : ℂ) * ((j : ℕ) : ℂ))) 1).ncard = p * q := by
  have hset : crossingFields (diagonal fun i : Fin p => ((i : ℕ) : ℂ)) 0
      (diagonal fun j : Fin q => -((p : ℂ) * ((j : ℕ) : ℂ))) 1
      = (Nat.cast : ℕ → ℝ) '' (Finset.range (p * q) : Set ℕ) := by
    ext b
    have hW : (diagonal fun j : Fin q => -((p : ℂ) * ((j : ℕ) : ℂ))) + (b : ℂ) • 1
        = diagonal fun j : Fin q => -((p : ℂ) * ((j : ℕ) : ℂ)) + (b : ℂ) := by
      rw [Matrix.smul_one_eq_diagonal, Matrix.diagonal_add]
    simp only [crossingFields, Set.mem_ofPred_eq, smul_zero, add_zero, hW,
      isLevel_diagonal_iff, Set.mem_image, Finset.mem_coe, Finset.mem_range]
    constructor
    · rintro ⟨E, ⟨i, hi⟩, ⟨j, hj⟩⟩
      refine ⟨i + p * j, ?_, ?_⟩
      · calc (i : ℕ) + p * j < p + p * j := Nat.add_lt_add_right i.2 _
          _ = p * (j + 1) := by ring
          _ ≤ p * q := Nat.mul_le_mul_left p j.2
      · apply Complex.ofReal_injective
        push_cast
        linear_combination hi - hj
    · rintro ⟨k, hk, rfl⟩
      -- division with remainder finds the pair of levels that cross at `b = k`
      have hp : 0 < p := Nat.pos_of_ne_zero fun h => by simp [h] at hk
      have hdiv : ((k % p : ℕ) : ℂ) + (p : ℂ) * ((k / p : ℕ) : ℂ) = (k : ℂ) := by
        exact_mod_cast Nat.mod_add_div k p
      refine ⟨((k % p : ℕ) : ℂ), ⟨⟨k % p, Nat.mod_lt k hp⟩, rfl⟩,
        ⟨⟨k / p, Nat.div_lt_of_lt_mul hk⟩, ?_⟩⟩
      rw [Complex.ofReal_natCast]
      linear_combination -hdiv
  rw [hset, Set.ncard_image_of_injective _ Nat.cast_injective, Set.ncard_coe_finset,
    Finset.card_range]

end

end ZeemanLevelCrossings
```

```lean
#print axioms ZeemanLevelCrossings.crossingFields_eq_univ_or_card_le
#print axioms ZeemanLevelCrossings.card_le_of_distinct_slopes
#print axioms ZeemanLevelCrossings.card_bound_sharp
```

```
'ZeemanLevelCrossings.crossingFields_eq_univ_or_card_le' depends on axioms: [propext, Classical.choice, Quot.sound]
'ZeemanLevelCrossings.card_le_of_distinct_slopes' depends on axioms: [propext, Classical.choice, Quot.sound]
'ZeemanLevelCrossings.card_bound_sharp' depends on axioms: [propext, Classical.choice, Quot.sound]
```

## Blocks, levels and crossing fields

For an atom in a uniform static magnetic field along $z$, the projection $M$ of the total angular momentum is conserved, and the Hamiltonian splits into one block for each $M$. In a finite orthonormal basis that does not depend on the field, $A$ and $C$ are the field-free parts of two such blocks, including fine or hyperfine structure, and $Z$ and $W$ are their Zeeman matrices. The index types `m` and `n` label the basis states, so $p$ is `Fintype.card m` and $q$ is `Fintype.card n`.

`IsLevel H E` says that $Hv=Ev$ for some nonzero $v$. The set `crossingFields A Z C W` collects the real $b$ at which some $E$ is a level of both blocks. The number $E$ may be complex because Hermiticity is not assumed; for Hermitian blocks it is automatically real.

The main theorem, `crossingFields_eq_univ_or_card_le`, says that this set is either all of $\mathbb R$ or finite with at most $pq$ elements. Finiteness is stated separately because `ncard` assigns the value 0 to an infinite set.

`card_le_of_distinct_slopes` rules out the first alternative when $Z$ and $W$ have no common eigenvalue. For Hermitian blocks these eigenvalues are the slopes of the levels in the strong-field, Paschen-Back limit, so the condition says that no level of one block ends up with the same slope as a level of the other. It is sufficient but not necessary: for a $^2P$ term with $g_L=1$ and $g_S=2$, the blocks $M=\tfrac12$ and $M=-\tfrac12$ share the slope 0, yet with nonzero spin-orbit coupling they have a common level only at $b=0$. `card_bound_sharp` shows that $pq$ is attained for every $p$ and $q$.

For a field scan in a finite-basis model with a purely linear Zeeman term, this gives a stopping rule: if the blocks do not cross at every field, the search is complete once $pq$ distinct crossings have been found. Finding fewer does not show that any were missed, and the theorems do not locate the crossings. A diamagnetic term, quadratic in $b$, lies outside the model: the $1\times1$ blocks $b^2$ and $1$ already cross at two fields, $b=\pm1$.

## A determinant that detects a common level

For blocks $M$ and $N$ (here $M$ is a matrix), define the energy-difference operator
$$D(M,N)=M\otimes 1-1\otimes N .$$
It acts on arrays $x_{ij}$ with $i$ in the first basis and $j$ in the second:
$$(D(M,N)x)_{ij}=\sum_k M_{ik}x_{kj}-\sum_l N_{jl}x_{il}.$$
The two sums are the lemmas `left_apply` and `right_apply`. The claim of `det_energyDifference_eq_zero_iff` is that $\det D(M,N)=0$ exactly when $M$ and $N$ share a level.

Suppose first that $Mu=Eu$ and $Nv=Ev$ with $u,v\neq0$. The array $x_{ij}=u_iv_j$ is nonzero, and
$$(D(M,N)x)_{ij}=Eu_iv_j-Eu_iv_j=0,$$
so the determinant vanishes. In the Lean proof, `h1` and `h2` are these two equal terms.

Suppose conversely that the determinant vanishes. Then the kernel $K$ of $D(M,N)$ is nonzero. Both $(M\otimes1)(1\otimes N)$ and $(1\otimes N)(M\otimes1)$ equal $M\otimes N$, so $M\otimes1$ commutes with $D(M,N)$; this is `hcomm`. For $y\in K$ it follows that
$$D(M,N)(M\otimes1)y=(M\otimes1)D(M,N)y=0,$$
so $M\otimes1$ maps $K$ into itself, which is `hinv`. A linear map on a nonzero finite-dimensional complex space has an eigenvector, supplied by `Module.End.exists_eigenvalue`. This gives a nonzero $y\in K$ with $(M\otimes1)y=Ey$, and $D(M,N)y=0$ then gives $(1\otimes N)y=Ey$. Choose $i,j$ with $y_{ij}\neq0$. The column $k\mapsto y_{kj}$ is an eigenvector of $M$ and the row $l\mapsto y_{il}$ is an eigenvector of $N$, both with eigenvalue $E$.

## Counting the roots

Since $D$ is linear in the pair of blocks,
$$P(b)=\det D(A+bZ,\,C+bW)=\det\bigl(b\,D(Z,W)+D(A,C)\bigr).$$
This is `crossingPoly`. `mem_crossingFields_iff` moves the evaluation at $b$ inside the determinant, compares entries and concludes that the crossing fields are exactly the real roots of $P$.

The matrix has size $pq\times pq$ and its entries have degree at most 1 in $b$. Each term of the expanded determinant is a product of $pq$ entries, so $\deg P\le pq$. If $P=0$, every field is a crossing field. If $P\neq0$, it has at most $pq$ distinct roots. The `calc` chain in `card_le_of_crossingPoly_ne_zero` carries out this count, after embedding the real fields injectively among the complex roots.

The coefficient of $b^{pq}$ in $P$ is $\det D(Z,W)$. If $Z$ and $W$ share no eigenvalue, the determinant criterion, applied to them, makes this coefficient nonzero. Hence $P\neq0$ and the finite alternative holds.

## One level against one level, and a case that reaches the bound

For $p=q=1$ the crossing condition is $a+bz=c+bw$. With real entries and $z\neq w$ there is exactly one crossing, at $b=(c-a)/(z-w)$. With $z=w$ the levels are parallel: they coincide at every field if $a=c$ and never meet otherwise. The case $a=c$, $z=w$ shows that finiteness can fail when no condition is placed on $Z$ and $W$.

For general sizes, take the constant levels $i=0,\dots,p-1$ and the levels $b-pj$ with $j=0,\dots,q-1$. They meet when $b=i+pj$. Division by $p$ with remainder writes each integer from $0$ to $pq-1$ in this form exactly once, so there are $pq$ crossing fields. In Lean, `isLevel_diagonal_iff` reads the levels off the diagonal, and `k % p` and `k / p` select the pair that meets at $b=k$. These matrices are Hermitian, so assuming Hermiticity would not lower the general bound.
